# Hylleraas–Undheim–MacDonald interlacing for finite Hermitian matrices with positive definite overlap

Minimising the energy controls only the lowest root of a secular problem. With nothing more to go on, a function added to the basis might raise the second root, or push it below the old first one, and the movement of excited roots with basis size would be hard to interpret. Interlacing excludes both.

Let \(H\) be Hermitian and \(S\) positive definite, both of size \(n+1\), with generalised eigenvalues \(e_0\le\dots\le e_n\) of \(Hc=eSc\). Delete row and column \(p\) from both matrices, and let \(f_0\le\dots\le f_{n-1}\) be the generalised eigenvalues of the smaller problem. Then
\[
e_k\le f_k\le e_{k+1},\qquad k=0,\dots,n-1 .
\]

In a linear variational calculation with a finite basis and fixed matrix elements, root \(k\) therefore cannot rise when one function is added, nor fall below the old root \(k-1\).

## Energy bounds and a count of dimensions

**Energy of a combination.** Put the eigenvectors in the columns of an invertible matrix \(C\), so that \(HC=SCE\) with \(E=\mathrm{diag}(e)\), and let \(G=C^\dagger SC\). Then \(C^\dagger HC=GE\). The left side is Hermitian, so \(GE=EG\), or
\[
G_{ij}(e_j-e_i)=0 .
\]
Eigenvectors with different levels are thus \(S\)-orthogonal; degenerate ones need not be. Take \(x=Ca\), where \(a_i\neq0\) only if \(e_i\ge\mu\), and set \(b_i=\sqrt{e_i-\mu}\,a_i\) for these \(i\) and \(b_i=0\) otherwise. Wherever \(G_{ij}\ne0\) the two levels agree, so
\[
x^\dagger Hx-\mu\,x^\dagger Sx=\sum_{ij}a_i^*G_{ij}(e_j-\mu)a_j=b^\dagger Gb\ge0 .
\]
Applied to \(-H\), this gives \(x^\dagger Hx\le\mu\,x^\dagger Sx\) when all contributing levels are at most \(\mu\).

**Deletion.** Let \(P\) be the unit matrix without column \(p\). Then \(P^\dagger P=1\), and the smaller matrices are \(P^\dagger HP\) and \(P^\dagger SP\). A small vector \(y\) has the same energy and norm as \(Py\) in the large space.

**Left inequality.** The small eigenvectors \(0,\dots,k\), carried over by \(P\), span \(k+1\) dimensions. The large eigenvectors \(k,\dots,n\) span \(n+1-k\). The total \(n+2\) exceeds \(n+1\), so the spans share some \(x\ne0\), and
\[
e_k\,x^\dagger Sx\le x^\dagger Hx\le f_k\,x^\dagger Sx .
\]
Divide by \(x^\dagger Sx>0\).

**Right inequality.** The small eigenvectors \(k,\dots,n-1\) and the large ones \(0,\dots,k+1\) number \((n-k)+(k+2)=n+2\). A common vector now gives \(f_k\le e_{k+1}\).

**Existence and uniqueness of the levels.** Diagonalise \(S=UdU^\dagger\) and set \(X=Ud^{-1/2}\), so that \(X^\dagger SX=1\) and hence \(SXX^\dagger=1\). If the unitary \(V\) diagonalises \(X^\dagger HX\), with eigenvalues in \(E\), then
\[
HXV=SXX^\dagger HXV=SXVE ,
\]
so \(C=XV\) is an eigenbasis; sort its levels. For uniqueness, compare two ordered lists of the same problem by the count above with \(P=1\): no entry of either list exceeds the corresponding entry of the other, so the two agree.

**Two basis functions.** For \(n=1\), let \(q\) be the function retained. Then \(f_0=H_{qq}/S_{qq}\), its normalised energy, lies between the two roots. With \(S=1\), equal diagonal elements \(\alpha\) and coupling \(\beta\), the roots are \(\alpha\mp|\beta|\) and \(f_0=\alpha\). As \(\beta\to0\) all three coincide.

## Levels and deletion as Lean definitions

Indices in `Fin n` start at 0, as above.

```lean
import Mathlib

open Matrix
open scoped ComplexOrder

namespace PencilInterlacing

noncomputable section

variable {m n : ℕ}
```

`expect A x` is the real part of \(x^\dagger Ax\), without normalisation. The energy of a nonzero \(x\) is `expect H x` divided by `expect S x`.

```lean
/-- The real part of the quadratic form `x^H A x` of a matrix `A` in the coefficient vector `x`. -/
def expect (A : Matrix (Fin n) (Fin n) ℂ) (x : Fin n → ℂ) : ℝ := (star x ⬝ᵥ A *ᵥ x).re
```

An eigenbasis is an invertible `C` that satisfies the matrix eigenvalue equation. Orthonormality is not required.

```lean
/-- The columns of the invertible matrix `C` solve `H c = e S c` with the real values `e`. -/
def IsEigenbasis (H S : Matrix (Fin n) (Fin n) ℂ) (e : Fin n → ℝ)
    (C : Matrix (Fin n) (Fin n) ℂ) : Prop :=
  IsUnit C.det ∧ H * C = S * C * diagonal (fun i => (e i : ℂ))
```

`IsLevels` adds the ordering. Since `C` supplies a full basis, a degenerate level appears as often as its multiplicity.

```lean
/-- `e` lists the generalised eigenvalues of `H c = e S c` in non-decreasing order,
one for each member of a basis of eigenvectors. -/
def IsLevels (H S : Matrix (Fin n) (Fin n) ℂ) (e : Fin n → ℝ) : Prop :=
  Monotone e ∧ ∃ C, IsEigenbasis H S e C
```

`p.succAbove` runs through all indices except `p`, so any basis function may be deleted, not just the last.

```lean
/-- The matrix left when basis function `p` is deleted: row `p` and column `p` are removed. -/
def deleteBasis (p : Fin (n + 1)) (A : Matrix (Fin (n + 1)) (Fin (n + 1)) ℂ) :
    Matrix (Fin n) (Fin n) ℂ := A.submatrix p.succAbove p.succAbove
```

## Bounds on the energy of a combination

The first lemma turns lower bounds into upper ones; the second moves a quadratic form between the large and small spaces.

```lean
/-- Changing the sign of `H` changes the sign of every generalised eigenvalue and keeps the
eigenvectors. -/
theorem IsEigenbasis.neg {H S C : Matrix (Fin n) (Fin n) ℂ} {e : Fin n → ℝ}
    (h : IsEigenbasis H S e C) : IsEigenbasis (-H) S (-e) C := by
  refine ⟨h.1, ?_⟩
  ext i j
  simp only [Matrix.neg_mul, Matrix.neg_apply, h.2, mul_diagonal, Pi.neg_apply,
    Complex.ofReal_neg, mul_neg]

/-- The quadratic form of `A` in `W y` is that of `W^H A W` in `y`. -/
theorem expect_mulVec (A : Matrix (Fin m) (Fin m) ℂ) (W : Matrix (Fin m) (Fin n) ℂ)
    (y : Fin n → ℂ) : expect A (W *ᵥ y) = expect (Wᴴ * A * W) y := by
  unfold expect
  rw [star_mulVec, ← dotProduct_mulVec, mulVec_mulVec, mulVec_mulVec]
```

In `expect_ge`, `h2` is \(GE=EG\), `h3` its elementwise form, and `key` the identity with \(b^\dagger Gb\). Positive semidefinite `S` suffices here.

```lean
/-- For Hermitian `H` and positive semidefinite `S`, a combination `x` of eigenvectors whose levels
are all at least `μ` satisfies `μ * expect S x ≤ expect H x`. -/
theorem expect_ge {H S C : Matrix (Fin n) (Fin n) ℂ} {e : Fin n → ℝ}
    (hH : H.IsHermitian) (hS : S.PosSemidef) (hC : IsEigenbasis H S e C)
    (μ : ℝ) (a : Fin n → ℂ) (ha : ∀ i, a i ≠ 0 → μ ≤ e i) :
    μ * expect S (C *ᵥ a) ≤ expect H (C *ᵥ a) := by
  let E : Matrix (Fin n) (Fin n) ℂ := diagonal (fun i => (e i : ℂ))
  obtain ⟨G, hG⟩ : ∃ G, G = Cᴴ * S * C := ⟨_, rfl⟩
  have h1 : Cᴴ * H * C = G * E := by
    rw [Matrix.mul_assoc, hC.2, hG]
    simp only [E, Matrix.mul_assoc]
  have hGH : Gᴴ = G := by
    rw [hG]; exact (isHermitian_conjTranspose_mul_mul C hS.isHermitian).eq
  have hE : Eᴴ = E := by
    simp only [E, diagonal_conjTranspose]
    congr 1
    funext i
    simp
  -- the overlap of two eigenvectors vanishes unless their levels agree
  have h2 : G * E = E * G := by
    calc G * E = (Cᴴ * H * C)ᴴ := by
          rw [(isHermitian_conjTranspose_mul_mul C hH).eq, h1]
      _ = E * G := by rw [h1, conjTranspose_mul, hGH, hE]
  have h3 : ∀ i j, G i j * (e j : ℂ) = (e i : ℂ) * G i j := by
    intro i j
    have h := congrFun (congrFun h2 i) j
    simpa only [E, mul_diagonal, diagonal_mul] using h
  -- absorb the square root of the excess energy into the coefficients
  let b : Fin n → ℂ := fun i => (Real.sqrt (e i - μ) : ℂ) * a i
  have key : star b ⬝ᵥ G *ᵥ b
      = star a ⬝ᵥ (G * E) *ᵥ a - (μ : ℂ) * (star a ⬝ᵥ G *ᵥ a) := by
    simp only [dotProduct, mulVec, Finset.mul_sum, ← Finset.sum_sub_distrib]
    refine Finset.sum_congr rfl fun i _ => Finset.sum_congr rfl fun j _ => ?_
    simp only [E, mul_diagonal, Pi.star_apply]
    have hbi : star (b i) = (Real.sqrt (e i - μ) : ℂ) * star (a i) := by simp [b]
    have hbj : b j = (Real.sqrt (e j - μ) : ℂ) * a j := rfl
    rw [hbi, hbj]
    by_cases hj : a j = 0
    · simp [hj]
    by_cases hg : G i j = 0
    · simp [hg]
    have hc : (e i : ℂ) = e j :=
      mul_right_cancel₀ hg (by linear_combination -(h3 i j))
    have hij : e i = e j := by exact_mod_cast hc
    have hs : (Real.sqrt (e j - μ) : ℂ) * (Real.sqrt (e j - μ) : ℂ) = (e j : ℂ) - μ := by
      exact_mod_cast Real.mul_self_sqrt (sub_nonneg.2 (ha j hj))
    rw [hij]
    linear_combination star (a i) * G i j * a j * hs
  have hpos : 0 ≤ (star b ⬝ᵥ G *ᵥ b).re := by
    rw [hG]
    exact (Complex.le_def.1 ((hS.conjTranspose_mul_mul_same C).dotProduct_mulVec_nonneg b)).1
  rw [key, Complex.sub_re, Complex.re_ofReal_mul] at hpos
  rw [expect_mulVec, expect_mulVec, h1, ← hG]
  unfold expect
  linarith
```

## A common vector from too few equations

`le_of_card` allows any `W` with \(W^\dagger W=1\). The unknowns are the \(n\) coefficients `b` of a small vector. The map `L` collects the coefficients that must vanish: those of `b` outside `A`, and those of the large expansion `M *ᵥ b` outside `B`. There are fewer than \(n\) of them, so a nonzero solution exists. `low` and `up` are the two energy bounds, and `hpos` permits the division by the norm.

```lean
/-- Let `H` be Hermitian, `S` positive definite and `W^H W = 1`. If eigenvectors `A` of the
projected problem, with levels at most `μ`, and eigenvectors `B` of the full one, with levels at
least `ν`, together outnumber the full dimension, then `ν ≤ μ`. -/
theorem le_of_card {H S C : Matrix (Fin m) (Fin m) ℂ} {W : Matrix (Fin m) (Fin n) ℂ}
    {D : Matrix (Fin n) (Fin n) ℂ} {e : Fin m → ℝ} {f : Fin n → ℝ}
    (hH : H.IsHermitian) (hS : S.PosDef) (hW : Wᴴ * W = 1) (hC : IsEigenbasis H S e C)
    (hD : IsEigenbasis (Wᴴ * H * W) (Wᴴ * S * W) f D) (A : Finset (Fin n)) (B : Finset (Fin m))
    (hcard : m < A.card + B.card) {μ ν : ℝ} (hA : ∀ j ∈ A, f j ≤ μ) (hB : ∀ i ∈ B, ν ≤ e i) :
    ν ≤ μ := by
  let M : Matrix (Fin m) (Fin n) ℂ := C⁻¹ * (W * D)
  let L : (Fin n → ℂ) →ₗ[ℂ] ((↥(Aᶜ) → ℂ) × (↥(Bᶜ) → ℂ)) :=
    (LinearMap.funLeft ℂ ℂ Subtype.val).prod
      ((LinearMap.funLeft ℂ ℂ Subtype.val).comp M.mulVecLin)
  -- fewer equations than unknowns: the two spans share a nonzero vector
  obtain ⟨b, hb0, hb⟩ : ∃ b, b ≠ 0 ∧ L b = 0 := by
    by_contra h
    have hinj : Function.Injective L := (injective_iff_map_eq_zero L).2
      fun b hb => by_contra fun hne => h ⟨b, hne, hb⟩
    have hr := LinearMap.finrank_le_finrank_of_injective hinj
    rw [Module.finrank_prod, Module.finrank_fintype_fun_eq_card,
      Module.finrank_fintype_fun_eq_card, Module.finrank_fintype_fun_eq_card,
      Fintype.card_coe, Fintype.card_coe, Finset.card_compl, Finset.card_compl,
      Fintype.card_fin, Fintype.card_fin] at hr
    have h1 := Finset.card_le_univ A
    have h2 := Finset.card_le_univ B
    rw [Fintype.card_fin] at h1 h2
    omega
  have hbA : ∀ j, b j ≠ 0 → j ∈ A := fun j hj => by_contra fun hn =>
    hj (congrFun (congrArg Prod.fst hb) ⟨j, Finset.mem_compl.2 hn⟩)
  have hbB : ∀ i, (M *ᵥ b) i ≠ 0 → i ∈ B := fun i hi => by_contra fun hn =>
    hi (congrFun (congrArg Prod.snd hb) ⟨i, Finset.mem_compl.2 hn⟩)
  have hx : C *ᵥ (M *ᵥ b) = W *ᵥ (D *ᵥ b) := by
    rw [mulVec_mulVec, mulVec_mulVec, ← Matrix.mul_assoc, Matrix.mul_nonsing_inv _ hC.1,
      Matrix.one_mul]
  have hne : W *ᵥ (D *ᵥ b) ≠ 0 := by
    intro h0
    apply hb0
    have h1 : Wᴴ *ᵥ (W *ᵥ (D *ᵥ b)) = D *ᵥ b := by rw [mulVec_mulVec, hW, one_mulVec]
    have h2 : D⁻¹ *ᵥ (D *ᵥ b) = b := by
      rw [mulVec_mulVec, Matrix.nonsing_inv_mul _ hD.1, one_mulVec]
    rw [← h2, ← h1, h0, mulVec_zero, mulVec_zero]
  have hpos : 0 < expect S (W *ᵥ (D *ᵥ b)) :=
    (Complex.lt_def.1 (hS.dotProduct_mulVec_pos hne)).1
  -- the energy of the common vector, seen from both expansions
  have low := expect_ge hH hS.posSemidef hC ν (M *ᵥ b) fun i hi => hB i (hbB i hi)
  have up := expect_ge (isHermitian_conjTranspose_mul_mul W hH).neg
    (hS.posSemidef.conjTranspose_mul_mul_same W) hD.neg (-μ) b
    fun j hj => neg_le_neg (hA j (hbA j hj))
  have hneg : expect (-(Wᴴ * H * W)) (D *ᵥ b) = -expect (Wᴴ * H * W) (D *ᵥ b) := by
    simp only [expect, neg_mulVec, dotProduct_neg, Complex.neg_re]
  rw [hneg, ← expect_mulVec, ← expect_mulVec] at up
  rw [hx] at low
  exact le_of_mul_le_mul_right (by linarith) hpos
```

## Existence and uniqueness of the ordered levels

The matrices `X` and `V` are those of the derivation, and `σ` sorts the levels.

```lean
/-- For Hermitian `H` and positive definite `S` the ordered generalised eigenvalues exist. -/
theorem exists_levels {H S : Matrix (Fin n) (Fin n) ℂ} (hH : H.IsHermitian) (hS : S.PosDef) :
    ∃ e, IsLevels H S e := by
  have spec : ∀ {A : Matrix (Fin n) (Fin n) ℂ} (hA : A.IsHermitian),
      A * (hA.eigenvectorUnitary : Matrix (Fin n) (Fin n) ℂ)
        = hA.eigenvectorUnitary * diagonal (fun i => (hA.eigenvalues i : ℂ)) := by
    intro A hA
    ext i j
    have h := congrFun (hA.mulVec_eigenvectorBasis j) i
    rw [mul_diagonal, mul_comm]
    simpa [Matrix.mul_apply, mulVec, dotProduct, hA.eigenvectorUnitary_apply] using h
  -- canonical orthogonalisation: `X^H S X = 1`
  obtain ⟨X, hX⟩ : ∃ X : Matrix (Fin n) (Fin n) ℂ, Xᴴ * (S * X) = 1 := by
    let U : Matrix (Fin n) (Fin n) ℂ := hS.isHermitian.eigenvectorUnitary
    let d := hS.isHermitian.eigenvalues
    let R : Matrix (Fin n) (Fin n) ℂ := diagonal (fun i => (((Real.sqrt (d i))⁻¹ : ℝ) : ℂ))
    have hU : Uᴴ * U = 1 := mem_unitaryGroup_iff'.1 hS.isHermitian.eigenvectorUnitary.2
    have hR : Rᴴ = R := by
      simp only [R, diagonal_conjTranspose]
      congr 1
      funext i
      simp
    refine ⟨U * R, ?_⟩
    calc (U * R)ᴴ * (S * (U * R)) = R * Uᴴ * ((S * U) * R) := by
          rw [conjTranspose_mul, hR, Matrix.mul_assoc S U R]
      _ = R * (Uᴴ * U) * diagonal (fun i => (d i : ℂ)) * R := by
          rw [spec hS.isHermitian]; simp only [U, d, Matrix.mul_assoc]
      _ = 1 := by
          rw [hU, Matrix.mul_one]
          simp only [R, diagonal_mul_diagonal]
          rw [← diagonal_one]
          congr 1
          funext i
          have hd : 0 < d i := hS.eigenvalues_pos i
          have hr : (Real.sqrt (d i))⁻¹ * d i * (Real.sqrt (d i))⁻¹ = 1 := by
            have h0 := (Real.sqrt_pos.2 hd).ne'
            have h1 := Real.mul_self_sqrt hd.le
            field_simp
            nlinarith
          exact_mod_cast hr
  have hA := isHermitian_conjTranspose_mul_mul X hH
  let V : Matrix (Fin n) (Fin n) ℂ := hA.eigenvectorUnitary
  have hV : Vᴴ * V = 1 := mem_unitaryGroup_iff'.1 hA.eigenvectorUnitary.2
  have hEq : H * (X * V) = S * (X * V) * diagonal (fun i => (hA.eigenvalues i : ℂ)) := by
    calc H * (X * V) = (S * X * Xᴴ) * (H * (X * V)) := by
          rw [mul_eq_one_comm.1 hX, Matrix.one_mul]
      _ = S * X * (Xᴴ * H * X * V) := by simp only [Matrix.mul_assoc]
      _ = _ := by rw [spec hA]; simp only [V, Matrix.mul_assoc]
  have hL : (Vᴴ * (Xᴴ * S)) * (X * V) = 1 := by
    calc (Vᴴ * (Xᴴ * S)) * (X * V) = Vᴴ * (Xᴴ * (S * X)) * V := by
          simp only [Matrix.mul_assoc]
      _ = 1 := by rw [hX, Matrix.mul_one, hV]
  -- sort the levels and permute the eigenvectors accordingly
  let σ := Tuple.sort hA.eigenvalues
  refine ⟨hA.eigenvalues ∘ σ, Tuple.monotone_sort _, (X * V).submatrix id σ, ?_, ?_⟩
  · apply isUnit_det_of_left_inverse (B := (Vᴴ * (Xᴴ * S)).submatrix σ id)
    ext i j
    exact (congrFun (congrFun hL (σ i)) (σ j)).trans (by simp [Matrix.one_apply])
  · ext i j
    have h := congrFun (congrFun hEq i) (σ j)
    rw [mul_diagonal] at h ⊢
    exact h
```

With `W := 1`, the counting lemma compares two lists for the same matrices.

```lean
/-- For Hermitian `H` and positive definite `S` the ordered generalised eigenvalues are unique. -/
theorem levels_unique {H S : Matrix (Fin n) (Fin n) ℂ} {e f : Fin n → ℝ}
    (hH : H.IsHermitian) (hS : S.PosDef) (he : IsLevels H S e) (hf : IsLevels H S f) :
    e = f := by
  have main : ∀ {e f : Fin n → ℝ}, IsLevels H S e → IsLevels H S f → ∀ k, e k ≤ f k := by
    rintro e f ⟨he, C, hC⟩ ⟨hf, D, hD⟩ k
    refine le_of_card (W := 1) hH hS (by simp) hC (by simpa using hD)
      (Finset.Iic k) (Finset.Ici k) ?_
      (fun j hj => hf (Finset.mem_Iic.1 hj)) (fun i hi => he (Finset.mem_Ici.1 hi))
    rw [Fin.card_Iic, Fin.card_Ici]
    omega
  exact funext fun k => le_antisymm (main he hf k) (main hf he k)
```

## Interlacing and the survival of a degenerate level

The hypotheses say that the energy matrix is Hermitian and that the basis functions are linearly independent, which makes `S` positive definite. `k.castSucc` is position \(k\) in the longer list and `k.succ` is position \(k+1\). `hP` and `hPP` express deletion through `P`. Each inequality is then one use of `le_of_card`, the second with `-H`.

```lean
/-- Hylleraas-Undheim-MacDonald interlacing: for Hermitian `H` and positive definite `S`, each
level after deletion of one basis function lies between two consecutive original levels. -/
theorem hylleraas_undheim_macdonald {H S : Matrix (Fin (n + 1)) (Fin (n + 1)) ℂ}
    {e : Fin (n + 1) → ℝ} {f : Fin n → ℝ} (hH : H.IsHermitian) (hS : S.PosDef)
    (p : Fin (n + 1)) (he : IsLevels H S e)
    (hf : IsLevels (deleteBasis p H) (deleteBasis p S) f) (k : Fin n) :
    e k.castSucc ≤ f k ∧ f k ≤ e k.succ := by
  -- deletion is projection with the columns of the unit matrix other than `p`
  let P : Matrix (Fin (n + 1)) (Fin n) ℂ :=
    (1 : Matrix (Fin (n + 1)) (Fin (n + 1)) ℂ).submatrix id p.succAbove
  have hP : ∀ A, deleteBasis p A = Pᴴ * A * P := by
    intro A
    ext i j
    simp [P, deleteBasis, Matrix.mul_apply, Matrix.one_apply]
  have hPP : Pᴴ * P = 1 := by
    have h := hP 1
    rw [Matrix.mul_one] at h
    rw [← h]
    exact Matrix.submatrix_one _ Fin.succAbove_right_injective
  obtain ⟨hem, C, hC⟩ := he
  obtain ⟨hfm, D, hD⟩ := hf
  rw [hP, hP] at hD
  have hk := k.isLt
  have hc : (k.castSucc : ℕ) = k := rfl
  have hs : (k.succ : ℕ) = k + 1 := rfl
  constructor
  · refine le_of_card hH hS hPP hC hD (Finset.Iic k) (Finset.Ici k.castSucc) ?_
      (fun j hj => hfm (Finset.mem_Iic.1 hj)) (fun i hi => hem (Finset.mem_Ici.1 hi))
    rw [Fin.card_Iic, Fin.card_Ici]
    omega
  · -- the same argument for `-H`, where the order of the levels is reversed
    have hD' : IsEigenbasis (Pᴴ * (-H) * P) (Pᴴ * S * P) (-f) D := by
      rw [Matrix.mul_neg, Matrix.neg_mul]
      exact hD.neg
    refine neg_le_neg_iff.1 (le_of_card hH.neg hS hPP hC.neg hD'
      (Finset.Ici k) (Finset.Iic k.succ) ?_
      (fun j hj => neg_le_neg (hfm (Finset.mem_Ici.1 hj)))
      (fun i hi => neg_le_neg (hem (Finset.mem_Iic.1 hi))))
    rw [Fin.card_Iic, Fin.card_Ici]
    omega
```

The theorem compares two finite bases. That root \(k\) also bounds the \(k\)-th exact energy of a Hamiltonian operator, a statement often quoted under the same names, needs a further argument about the operator. Nor does the theorem apply to a Fock matrix rebuilt self-consistently after the deletion, since that is in general no longer the submatrix.

If \(e_k=e_{k+1}\), the two bounds meet and fix \(f_k\):

```lean
/-- For Hermitian `H` and positive definite `S`, if two consecutive levels coincide, their common
value is still a level after deletion of any one basis function. -/
theorem degenerate_level_survives {H S : Matrix (Fin (n + 1)) (Fin (n + 1)) ℂ}
    {e : Fin (n + 1) → ℝ} {f : Fin n → ℝ} (hH : H.IsHermitian) (hS : S.PosDef)
    (p : Fin (n + 1)) (he : IsLevels H S e)
    (hf : IsLevels (deleteBasis p H) (deleteBasis p S) f) (k : Fin n)
    (hdeg : e k.castSucc = e k.succ) : f k = e k.castSucc := by
  obtain ⟨h1, h2⟩ := hylleraas_undheim_macdonald hH hS p he hf k
  exact le_antisymm (h2.trans hdeg.ge) h1

end

end PencilInterlacing
```

```lean
#print axioms PencilInterlacing.exists_levels
#print axioms PencilInterlacing.levels_unique
#print axioms PencilInterlacing.hylleraas_undheim_macdonald
#print axioms PencilInterlacing.degenerate_level_survives
```

```
'PencilInterlacing.exists_levels' depends on axioms: [propext, Classical.choice, Quot.sound]
'PencilInterlacing.levels_unique' depends on axioms: [propext, Classical.choice, Quot.sound]
'PencilInterlacing.hylleraas_undheim_macdonald' depends on axioms: [propext, Classical.choice, Quot.sound]
'PencilInterlacing.degenerate_level_survives' depends on axioms: [propext, Classical.choice, Quot.sound]
```
